# In a one-site model with weak linear mixing, a linear-response U read from the mixed occupation before convergence is too large

## A response that is read too soon

To find the Hubbard U of a localised shell by linear response, one shifts the potential on the site by a small amount a and records how the occupation changes. Two responses are needed. The bare response is that of the electrons before their interaction reacts to the change. The self-consistent response includes this reaction. For a single site, U is the inverse of the first minus the inverse of the second.

The second response comes from an iteration, and an iteration is stopped after finitely many steps. If the occupation has not yet settled, the estimate of U can be wrong. In a linear model of one site, the sign and size of this error can be computed exactly.

## One site with linear mixing

Let −x be the bare response of the site: with the interaction potential held at its unperturbed value, a potential shift a changes the occupation by −xa. For x > 0, raising the potential expels electrons. Let U be the potential shift caused by one unit of occupation change. A site whose input occupation change is n then puts out

−x(a + Un).

Linear mixing with weight b replaces only part of the old occupation by the new output. Starting from the unperturbed site,

n₀ = 0,

nₖ₊₁ = (1 − b)nₖ − bx(a + Unₖ).

The estimate of U after k steps is

Uₖ = −1/x − a/nₖ.

The behaviour of the iteration is governed by the number

r = 1 − b(1 + Ux).

## The size and sign of the error

Let x > 0, b > 0, a ≠ 0, 0 < r < 1 and k ≥ 1. Then nₖ ≠ 0, and

Uₖ = U + (U + 1/x) rᵏ/(1 − rᵏ) > U.

The condition 0 < r < 1 says that the mixing is weak enough for the occupation to approach its final value from one side. No sign is assumed for U. With b > 0, the condition r < 1 already implies 1 + Ux > 0, which means that the self-consistent response is finite and has the same sign as the bare one.

In the file this is `early_stopping_overestimates`. The site's output is `bareOutput`, nₖ is `occupation x U b a k`, r is `errorFactor x U b`, and Uₖ is `estimateU x U b a k`. All quantities are real numbers except the step count k, which is a natural number. The hypothesis `k ≠ 0` is needed because n₀ = 0: Lean sets a/0 to 0, so `estimateU` has a value at k = 0, but one without physical meaning.

Further theorems describe the sequence of estimates:

- Under the same hypotheses, each step after the first strictly lowers the estimate (`estimateU_succ_lt`).
- Also under these hypotheses, the excess Uₖ − U is at most ε exactly when rᵏ(U + 1/x + ε) ≤ ε (`stopping_criterion`).
- For nonzero x and a and |r| < 1, the estimates converge to U (`estimateU_tendsto`).
- For nonzero x, b and a, the first estimate satisfies bxU₁ = 1 − b, whatever U is (`first_step_blind`).
- For positive x and b, nonzero a and r < 0, estimates after an odd number of steps lie below U (`overmixing_underestimates`).

For DFT+U practice, this means that loose convergence can bias a computed U in a definite direction, as far as a single site with linear response and a fixed mixing weight is a fair model. Several coupled sites, nonlinear response and mixing schemes that use the history of the iteration are not treated. The bare response is taken as known exactly.

The estimate also reads the mixed occupation nₖ, not the site's output, and for positive U the sign of the error depends on this choice. The very first output is −xa, which would give the estimate 0, below any positive U.

## Derivation by hand

Collecting the terms in nₖ, the recursion becomes

nₖ₊₁ = r nₖ − bxa.

Its fixed point m satisfies (1 − r)m = −bxa. Since 1 − r = b(1 + Ux),

m = −xa/(1 + Ux).

Subtracting the fixed-point equation from the recursion gives

nₖ₊₁ − m = r(nₖ − m).

Since n₀ − m = −m, repeated use yields

nₖ = m(1 − rᵏ).

For 0 < r < 1 and k ≥ 1 we have 0 < rᵏ < 1, so nₖ is nonzero and smaller in magnitude than m. The site appears to respond too weakly, and the missing response is attributed to the interaction. Explicitly,

a/nₖ = −(1 + Ux)/(x(1 − rᵏ)) = −(U + 1/x)/(1 − rᵏ),

and therefore

Uₖ = −1/x + (U + 1/x)/(1 − rᵏ)

= U + (U + 1/x)(1/(1 − rᵏ) − 1)

= U + (U + 1/x) rᵏ/(1 − rᵏ).

For the sign, r < 1 gives b(1 + Ux) > 0. Dividing by b > 0 and then by x > 0 gives U + 1/x > 0. The other factors of the error are positive too, so Uₖ > U.

The additional results follow from the same formula. Write C = U + 1/x and q = rᵏ. The function q/(1 − q) increases for q < 1, and rᵏ⁺¹ < rᵏ, so the error shrinks with every step. Multiplying Cq/(1 − q) ≤ ε by 1 − q > 0 gives Cq ≤ ε − εq, which is the stopping criterion. If |r| < 1, then rᵏ → 0 and the error vanishes in the limit. If r < 0 and k is odd, then q < 0 and the error is negative.

The first step is found directly from n₁ = −bxa:

U₁ = −1/x + 1/(bx) = (1 − b)/(bx).

The interaction has not entered yet, because it acts on n₀ = 0. This number reflects the mixing weight and the bare response only.

As an example, take x = 1, U = 1 and b = 1/4 in matching units. Then r = 1/2, and the first three estimates are 3, 5/3 and 9/7.

## Stronger mixing can reverse the sign at odd steps

Keep x = 1 and U = 1, but raise the mixing weight to b = 3/4. Now r = −1/2, so only the hypothesis 0 < r is violated. The iteration still converges, yet n₁ = −3a/4 and

U₁ = −1 + 4/3 = 1/3 < 1.

The second estimate is 5/3 and the third is 7/9: the occupation overshoots and the estimates alternate around U. Thus |r| < 1 is enough for convergence, but not for an overestimate at every step.

## The Lean file

```lean
import Mathlib

open Filter Topology

namespace LinearResponseEarlyStopping

noncomputable section

/-- Occupation change put out by a site with bare response `-x`, when the external potential
shift is `a` and the interaction `U` acts on the input occupation change `n`. -/
def bareOutput (x U a n : ℝ) : ℝ := -x * (a + U * n)

/-- Occupation change after `k` self-consistency steps with linear mixing weight `b`,
started from the unperturbed occupation. -/
def occupation (x U b a : ℝ) : ℕ → ℝ
  | 0 => 0
  | k + 1 => (1 - b) * occupation x U b a k + b * bareOutput x U a (occupation x U b a k)

/-- The factor `r = 1 - b (1 + U x)` of the mixed iteration. -/
def errorFactor (x U b : ℝ) : ℝ := 1 - b * (1 + U * x)

/-- Linear-response estimate of the interaction after `k` steps: inverse bare response minus
inverse response read at step `k`. It is meant for nonzero `x`, `a` and occupation change. -/
def estimateU (x U b a : ℝ) (k : ℕ) : ℝ := 1 / (-x) - a / occupation x U b a k

/-- If `1 + U x` is nonzero, the occupation change after `k` steps is the self-consistent
value `-x a / (1 + U x)` times `1 - r ^ k`. -/
theorem occupation_eq {x U b a : ℝ} (hD : 1 + U * x ≠ 0) (k : ℕ) :
    occupation x U b a k = -(x * a / (1 + U * x)) * (1 - errorFactor x U b ^ k) := by
  have hr : errorFactor x U b = 1 - b * (1 + U * x) := rfl
  -- the closed form, multiplied by `1 + U x`
  have key : (1 + U * x) * occupation x U b a k
      = -(x * a) * (1 - errorFactor x U b ^ k) := by
    induction k with
    | zero => simp [occupation]
    | succ k ih =>
      simp only [occupation, bareOutput, pow_succ]
      linear_combination errorFactor x U b * ih
        - ((1 + U * x) * occupation x U b a k + x * a) * hr
  apply mul_left_cancel₀ hD
  have hc : x * a = x * a / (1 + U * x) * (1 + U * x) := (div_eq_iff hD).1 rfl
  rw [key]
  linear_combination (-(1 - errorFactor x U b ^ k)) * hc

/-- For nonzero `x` and `a`, the occupation has changed after `k` steps
whenever `r ^ k` differs from one. -/
theorem occupation_ne_zero {x U b a : ℝ} {k : ℕ} (hx : x ≠ 0) (ha : a ≠ 0)
    (hk : errorFactor x U b ^ k ≠ 1) : occupation x U b a k ≠ 0 := by
  have hD : 1 + U * x ≠ 0 := by
    intro h0
    apply hk
    rw [errorFactor, h0, mul_zero, sub_zero, one_pow]
  rw [occupation_eq hD]
  exact mul_ne_zero (neg_ne_zero.2 (div_ne_zero (mul_ne_zero hx ha) hD))
    (sub_ne_zero.2 (Ne.symm hk))

/-- For nonzero `x` and `a` and `r ^ k` different from one, the estimate after `k` steps is
`U` plus the error `(U + 1/x) r ^ k / (1 - r ^ k)`. -/
theorem estimateU_eq {x U b a : ℝ} {k : ℕ} (hx : x ≠ 0) (ha : a ≠ 0)
    (hk : errorFactor x U b ^ k ≠ 1) :
    estimateU x U b a k
      = U + (U + 1 / x) * errorFactor x U b ^ k / (1 - errorFactor x U b ^ k) := by
  have hD : 1 + U * x ≠ 0 := by
    intro h0
    apply hk
    rw [errorFactor, h0, mul_zero, sub_zero, one_pow]
  have h1 : 1 - errorFactor x U b ^ k ≠ 0 := sub_ne_zero.2 (Ne.symm hk)
  rw [estimateU, occupation_eq hD]
  generalize errorFactor x U b ^ k = q at h1 ⊢
  field_simp
  ring

/-- For positive `x` and `b` and `r < 1`, the prefactor `U + 1/x` of the error is positive. -/
theorem prefactor_pos {x U b : ℝ} (hx : 0 < x) (hb : 0 < b) (h1 : errorFactor x U b < 1) :
    0 < U + 1 / x := by
  have hbD : 0 < b * (1 + U * x) := by
    unfold errorFactor at h1
    linarith
  have hD : 0 < 1 + U * x := (mul_pos_iff_of_pos_left hb).1 hbD
  have h : U + 1 / x = (1 + U * x) / x := by
    rw [eq_div_iff hx.ne', add_mul, one_div, inv_mul_cancel₀ hx.ne']
    ring
  rw [h]
  exact div_pos hD hx

/-- Stopping early overestimates `U`: for positive `x` and `b`, nonzero `a`, `0 < r < 1` and at
least one step, the occupation has changed, the error of the estimate is
`(U + 1/x) r ^ k / (1 - r ^ k)`, and the estimate lies strictly above `U`. -/
theorem early_stopping_overestimates {x U b a : ℝ} {k : ℕ} (hx : 0 < x) (hb : 0 < b)
    (ha : a ≠ 0) (h0 : 0 < errorFactor x U b) (h1 : errorFactor x U b < 1) (hk : k ≠ 0) :
    occupation x U b a k ≠ 0 ∧
    estimateU x U b a k
      = U + (U + 1 / x) * errorFactor x U b ^ k / (1 - errorFactor x U b ^ k) ∧
    U < estimateU x U b a k := by
  have hq : errorFactor x U b ^ k < 1 := pow_lt_one₀ h0.le h1 hk
  have he := estimateU_eq hx.ne' ha hq.ne
  refine ⟨occupation_ne_zero hx.ne' ha hq.ne, he, ?_⟩
  have hpos : 0 < (U + 1 / x) * errorFactor x U b ^ k / (1 - errorFactor x U b ^ k) :=
    div_pos (mul_pos (prefactor_pos hx hb h1) (pow_pos h0 k)) (sub_pos.2 hq)
  linarith

/-- For positive `x` and `b`, nonzero `a` and `0 < r < 1`, each step after the first
strictly lowers the estimate. -/
theorem estimateU_succ_lt {x U b a : ℝ} {k : ℕ} (hx : 0 < x) (hb : 0 < b)
    (ha : a ≠ 0) (h0 : 0 < errorFactor x U b) (h1 : errorFactor x U b < 1) (hk : k ≠ 0) :
    estimateU x U b a (k + 1) < estimateU x U b a k := by
  have hq : errorFactor x U b ^ k < 1 := pow_lt_one₀ h0.le h1 hk
  have hlt : errorFactor x U b ^ (k + 1) < errorFactor x U b ^ k := by
    rw [pow_succ]
    exact mul_lt_of_lt_one_right (pow_pos h0 k) h1
  have hq' := hlt.trans hq
  rw [estimateU_eq hx.ne' ha hq.ne, estimateU_eq hx.ne' ha hq'.ne]
  have hC := mul_lt_mul_of_pos_left hlt (prefactor_pos hx hb h1)
  generalize errorFactor x U b ^ (k + 1) = p at *
  generalize errorFactor x U b ^ k = q at *
  generalize U + 1 / x = C at *
  -- the error grows with the remaining power of `r`
  have h : C * p / (1 - p) < C * q / (1 - q) := by
    rw [div_lt_div_iff₀ (sub_pos.2 hq') (sub_pos.2 hq)]
    linarith
  linarith

/-- For positive `x` and `b`, nonzero `a`, `0 < r < 1` and at least one step, the estimate
exceeds `U` by at most `ε` exactly when `r ^ k (U + 1/x + ε) ≤ ε`. -/
theorem stopping_criterion {x U b a : ℝ} {k : ℕ} (ε : ℝ) (hx : 0 < x) (hb : 0 < b)
    (ha : a ≠ 0) (h0 : 0 < errorFactor x U b) (h1 : errorFactor x U b < 1) (hk : k ≠ 0) :
    estimateU x U b a k - U ≤ ε ↔ errorFactor x U b ^ k * (U + 1 / x + ε) ≤ ε := by
  have hq : errorFactor x U b ^ k < 1 := pow_lt_one₀ h0.le h1 hk
  rw [(early_stopping_overestimates hx hb ha h0 h1 hk).2.1, add_sub_cancel_left,
    div_le_iff₀ (sub_pos.2 hq)]
  constructor <;> intro h <;> linarith

/-- For nonzero `x` and `a` and `|r| < 1`, the estimate converges to `U`. -/
theorem estimateU_tendsto {x U b a : ℝ} (hx : x ≠ 0) (ha : a ≠ 0)
    (hr : |errorFactor x U b| < 1) :
    Tendsto (estimateU x U b a) atTop (𝓝 U) := by
  have hq := tendsto_pow_atTop_nhds_zero_of_abs_lt_one hr
  have h : Tendsto (fun k : ℕ => U + (U + 1 / x) * errorFactor x U b ^ k
      / (1 - errorFactor x U b ^ k)) atTop (𝓝 (U + (U + 1 / x) * 0 / (1 - 0))) :=
    ((hq.const_mul (U + 1 / x)).div (tendsto_const_nhds.sub hq) (by norm_num)).const_add U
  rw [mul_zero, zero_div, add_zero] at h
  refine h.congr' ?_
  filter_upwards [eventually_ge_atTop 1] with k hk
  refine (estimateU_eq hx ha ?_).symm
  intro h1
  have h2 := pow_lt_one₀ (abs_nonneg (errorFactor x U b)) hr (show k ≠ 0 by omega)
  rw [← abs_pow, h1, abs_one] at h2
  exact lt_irrefl _ h2

/-- For nonzero `x`, `b` and `a`, the estimate after a single step, times `b x`, is `1 - b`,
whatever the value of `U`. -/
theorem first_step_blind {x b a : ℝ} (U : ℝ) (hx : x ≠ 0) (hb : b ≠ 0) (ha : a ≠ 0) :
    b * x * estimateU x U b a 1 = 1 - b := by
  have n1 : occupation x U b a 1 = -(b * x * a) := by
    show (1 - b) * 0 + b * (-x * (a + U * 0)) = _
    ring
  have h1 : x * (1 / (-x)) = -1 := by
    rw [one_div, inv_neg, mul_neg, mul_inv_cancel₀ hx]
  have h2 : b * x * (a / (-(b * x * a))) = -1 := by
    rw [div_neg, mul_neg, ← mul_div_assoc, div_self (mul_ne_zero (mul_ne_zero hb hx) ha)]
  rw [estimateU, n1, mul_sub, h2, mul_assoc, h1]
  ring

/-- For positive `x` and `b`, nonzero `a` and negative `r`, the estimate after an odd number
of steps lies strictly below `U`. -/
theorem overmixing_underestimates {x U b a : ℝ} {k : ℕ} (hx : 0 < x) (hb : 0 < b)
    (ha : a ≠ 0) (hr : errorFactor x U b < 0) (hk : Odd k) :
    estimateU x U b a k < U := by
  have hq : errorFactor x U b ^ k < 0 := hk.pow_neg hr
  have hC : 0 < U + 1 / x := prefactor_pos hx hb (by linarith)
  rw [estimateU_eq hx.ne' ha (by linarith : errorFactor x U b ^ k < 1).ne]
  have h := div_neg_of_neg_of_pos (mul_neg_of_pos_of_neg hC hq)
    (by linarith : 0 < 1 - errorFactor x U b ^ k)
  linarith

end

end LinearResponseEarlyStopping
```

```lean
#print axioms LinearResponseEarlyStopping.occupation_ne_zero
#print axioms LinearResponseEarlyStopping.stopping_criterion
#print axioms LinearResponseEarlyStopping.first_step_blind
#print axioms LinearResponseEarlyStopping.overmixing_underestimates
```

```
'LinearResponseEarlyStopping.occupation_ne_zero' depends on axioms: [propext, Classical.choice, Quot.sound]
'LinearResponseEarlyStopping.stopping_criterion' depends on axioms: [propext, Classical.choice, Quot.sound]
'LinearResponseEarlyStopping.first_step_blind' depends on axioms: [propext, Classical.choice, Quot.sound]
'LinearResponseEarlyStopping.overmixing_underestimates' depends on axioms: [propext, Classical.choice, Quot.sound]
```

## From the recursion to the inequality

`occupation_eq` proves the closed form of nₖ. It first multiplies by 1 + Ux and shows, by induction on k,

(1 + Ux)nₖ = −xa(1 − rᵏ).

In the induction step, the recursion and the hypothesis for k give

(1 + Ux)nₖ₊₁ = −xa(r − rᵏ⁺¹) − xa(1 − r) = −xa(1 − rᵏ⁺¹).

The first `linear_combination` does this algebra from the induction hypothesis `ih` and the definition of r, called `hr`. The factor 1 + Ux is then cancelled, which is allowed because it is assumed nonzero. This replaces the subtraction of the fixed point in the derivation by hand.

`occupation_ne_zero` and `estimateU_eq` assume rᵏ ≠ 1 instead of 1 + Ux ≠ 0. The first condition implies the second: if 1 + Ux were zero, r would be 1, and so would all its powers. The occupation is then a product of nonzero factors. For the error formula, the closed form is substituted into the estimate and rᵏ is replaced by a single letter `q`. What remains is an identity between fractions, which `field_simp` clears of denominators and `ring` verifies.

`prefactor_pos` is the sign argument for U + 1/x, through the rewriting (1 + Ux)/x. The main theorem combines these lemmas. `pow_lt_one₀` supplies rᵏ < 1, which makes the error formula applicable, and the error is positive as a quotient of positive numbers.

In `estimateU_succ_lt`, the letters `p` and `q` stand for rᵏ⁺¹ and rᵏ, and `C` for U + 1/x. Cross-multiplication turns the comparison of the two errors into

Cp(1 − q) < Cq(1 − p).

The term Cpq occurs on both sides, so this is Cp < Cq, which is known from p < q and C > 0. `stopping_criterion` likewise multiplies by the positive denominator 1 − rᵏ and rearranges.

`estimateU_tendsto` takes the limit of the error formula and then transfers it to the estimates. The two sequences need to agree only from some step on, and they do from k = 1, because |r| < 1 excludes rᵏ = 1 there.

`first_step_blind` computes n₁ from the recursion without the closed form, so it requires nothing of 1 + Ux. `overmixing_underestimates` uses that an odd power of a negative number is negative; the prefactor and the denominator stay positive, and the error is below zero.
